# On a tight-binding chain with dimers of energy $e$, all solutions at $E=e$ are bounded if $|e|<2t$

A transfer-matrix calculation of the localization length iterates the amplitudes along a disordered chain and reads off their exponential growth rate. Suppose the impurities come in adjacent pairs (dimers) of site energy $e$, in a host of site energy $0$ with nearest-neighbour hopping $t$. At electron energy $E=e$ the growth rate must then come out as zero whenever $|e|<2t$, wherever the dimers sit.

The physical question is whether an electron can extend through a disordered one-dimensional chain. Independent random site energies typically localize it; pairing the impurities creates an exception at $E=e$ when $|e|<2t$. The theorems below concern non-interacting electrons on an infinite chain whose dimers all start at even sites.

## The chain and its equation

```lean
import Mathlib

open Complex

namespace RandomDimer

noncomputable section

open Classical in
/-- Site energies of the dimer chain: sites `2m` and `2m+1` have energy `e` when `m ∈ S`,
and all other sites have energy `0`. -/
def siteEnergy (S : Set ℤ) (e : ℝ) (j : ℤ) : ℝ := if j / 2 ∈ S then e else 0
```

The integers label the sites, and cell $m$ consists of sites $2m$ and $2m+1$. The set `S` lists the cells that hold a dimer. Integer division `j / 2` rounds down, so site $-1$ lies in cell $-1$. The site energy $\varepsilon_j$ is $e$ if the cell of $j$ is in `S`, and $0$ otherwise.

No probability enters: `S` is arbitrary, so every realization of the disorder is included, with the restriction that dimers start at even sites. Neighbouring cells may both be occupied.

```lean
/-- The amplitudes `ψ` solve the tight-binding equation with hopping `t` at energy `E`
on the chain whose dimers of energy `e` occupy the cells in `S`. -/
def IsEigenstate (t e E : ℝ) (S : Set ℤ) (ψ : ℤ → ℂ) : Prop :=
  ∀ j, (t : ℂ) * (ψ (j + 1) + ψ (j - 1)) + (siteEnergy S e j : ℂ) * ψ j = (E : ℂ) * ψ j
```

This is the Schrödinger equation at every site,
$$t(\psi_{j+1}+\psi_{j-1})+\varepsilon_j\psi_j=E\psi_j .$$
The type `ℤ → ℂ` says that $\psi$ assigns a complex amplitude to each site. Despite the name `IsEigenstate`, $\psi$ need not be normalizable, and the zero function qualifies. The hopping enters as $+t$; for the convention $-t$, multiply $\psi_j$ by $(-1)^j$.

```lean
/-- The quadratic form `t(|a|² + |b|²) - e Re(a b*)` of two neighbouring amplitudes. -/
def pairForm (t e : ℝ) (a b : ℂ) : ℝ :=
  t * (‖a‖ ^ 2 + ‖b‖ ^ 2) - e * (a.re * b.re + a.im * b.im)
```

For two neighbouring amplitudes $a,b$ this defines
$$Q(a,b)=t(|a|^2+|b|^2)-e\,\mathrm{Re}(ab^*),$$
with the real part written out in components.

```lean
/-- The weight `|ψ(2m-1)|² + |ψ(2m)|²` of the two amplitudes that enter cell `m`. -/
def cellWeight (ψ : ℤ → ℂ) (m : ℤ) : ℝ := ‖ψ (2 * m - 1)‖ ^ 2 + ‖ψ (2 * m)‖ ^ 2
```

The weight is $w_m=|\psi_{2m-1}|^2+|\psi_{2m}|^2$. It belongs to the pair of amplitudes from which the equation is iterated across cell $m$, not to the two sites of that cell.

## A conserved quadratic form

```lean
/-- At energy `e` and nonzero hopping, a dimer reverses the sign of both amplitudes
that enter it. -/
theorem dimer_flips_sign {t e : ℝ} {S : Set ℤ} {ψ : ℤ → ℂ} (ht : t ≠ 0)
    (h : IsEigenstate t e e S ψ) {m : ℤ} (hm : m ∈ S) :
    ψ (2 * m + 1) = -ψ (2 * m - 1) ∧ ψ (2 * m + 2) = -ψ (2 * m) := by
  have htC : (t : ℂ) ≠ 0 := Complex.ofReal_ne_zero.mpr ht
  have h0 := h (2 * m)
  have h1 := h (2 * m + 1)
  have s0 : siteEnergy S e (2 * m) = e := by
    unfold siteEnergy
    rw [show 2 * m / 2 = m by omega, if_pos hm]
  have s1 : siteEnergy S e (2 * m + 1) = e := by
    unfold siteEnergy
    rw [show (2 * m + 1) / 2 = m by omega, if_pos hm]
  rw [s0] at h0
  rw [s1, show 2 * m + 1 + 1 = 2 * m + 2 by ring, show 2 * m + 1 - 1 = 2 * m by ring] at h1
  constructor
  · apply mul_left_cancel₀ htC
    linear_combination h0
  · apply mul_left_cancel₀ htC
    linear_combination h1
```

The hypothesis `IsEigenstate t e e S ψ` has $e$ in two places: as the dimer energy and as the electron energy. On a dimer site $\varepsilon_j=E$, so the two terms in $\psi_j$ cancel and leave $t(\psi_{j+1}+\psi_{j-1})=0$. With $t\neq0$, the sites $j=2m$ and $j=2m+1$ give
$$\psi_{2m+1}=-\psi_{2m-1},\qquad \psi_{2m+2}=-\psi_{2m}.$$
In the proof, `s0` and `s1` evaluate the site energies, and `mul_left_cancel₀` divides by $t$.

```lean
/-- A step over a site of energy `0` at energy `e` preserves the quadratic form. -/
theorem pairForm_free_step {t e : ℝ} {a b c : ℂ}
    (h : (t : ℂ) * (c + a) = (e : ℂ) * b) : pairForm t e b c = pairForm t e a b := by
  have hr := congrArg Complex.re h
  have hi := congrArg Complex.im h
  simp only [Complex.mul_re, Complex.mul_im, Complex.add_re, Complex.add_im,
    Complex.ofReal_re, Complex.ofReal_im, zero_mul, sub_zero, add_zero] at hr hi
  simp only [pairForm, Complex.sq_norm, Complex.normSq_apply]
  linear_combination (c.re - a.re) * hr + (c.im - a.im) * hi
```

On a host site with amplitude $b$ and neighbours $a$ and $c$, the equation reads $t(c+a)=eb$. Subtracting the two values of the form gives
$$Q(b,c)-Q(a,b)=\mathrm{Re}\big[(c-a)^*\,(t(c+a)-eb)\big]=0 .$$
Lean splits the equation into real and imaginary parts, `hr` and `hi`. The line `linear_combination` then multiplies them by the components of $c-a$ and adds, which is the same identity.

```lean
/-- For nonzero hopping, the quadratic form of a solution at energy `e` has the same value
at every cell, whatever the arrangement of the dimers. -/
theorem pairForm_conserved {t e : ℝ} {S : Set ℤ} {ψ : ℤ → ℂ} (ht : t ≠ 0)
    (h : IsEigenstate t e e S ψ) (m : ℤ) :
    pairForm t e (ψ (2 * m - 1)) (ψ (2 * m)) = pairForm t e (ψ (-1)) (ψ 0) := by
  have step : ∀ n : ℤ, pairForm t e (ψ (2 * (n + 1) - 1)) (ψ (2 * (n + 1))) =
      pairForm t e (ψ (2 * n - 1)) (ψ (2 * n)) := by
    intro n
    rw [show 2 * (n + 1) - 1 = 2 * n + 1 by ring, show 2 * (n + 1) = 2 * n + 2 by ring]
    by_cases hn : n ∈ S
    · -- a dimer: both amplitudes change sign
      obtain ⟨h1, h2⟩ := dimer_flips_sign ht h hn
      rw [h1, h2]
      simp only [pairForm, norm_neg, Complex.neg_re, Complex.neg_im]
      ring
    · -- two sites of energy zero
      have h0 := h (2 * n)
      have h1 := h (2 * n + 1)
      have s0 : siteEnergy S e (2 * n) = 0 := by
        unfold siteEnergy
        rw [show 2 * n / 2 = n by omega, if_neg hn]
      have s1 : siteEnergy S e (2 * n + 1) = 0 := by
        unfold siteEnergy
        rw [show (2 * n + 1) / 2 = n by omega, if_neg hn]
      rw [s0, Complex.ofReal_zero, zero_mul, add_zero] at h0
      rw [s1, Complex.ofReal_zero, zero_mul, add_zero,
        show 2 * n + 1 + 1 = 2 * n + 2 by ring, show 2 * n + 1 - 1 = 2 * n by ring] at h1
      exact (pairForm_free_step h1).trans (pairForm_free_step h0)
  induction m using Int.induction_on
  · norm_num
  · rename_i i ih
    rw [step, ih]
  · rename_i i ih
    rw [← ih, ← step (-(i : ℤ) - 1), sub_add_cancel]
```

The value $Q(\psi_{2m-1},\psi_{2m})$ is therefore the same for all $m$. The claim `step` crosses one cell. If the cell holds a dimer, both amplitudes change sign and $Q$, being quadratic, stays put. If it doesn't, two host steps each preserve $Q$. The induction runs from cell $0$ in both directions.

## From conservation to a bound

```lean
/-- The quadratic form lies between `(2t - |e|)/2` and `(2t + |e|)/2` times `|a|² + |b|²`. -/
theorem pairForm_bounds (t e : ℝ) (a b : ℂ) :
    (2 * t - |e|) * (‖a‖ ^ 2 + ‖b‖ ^ 2) ≤ 2 * pairForm t e a b ∧
      2 * pairForm t e a b ≤ (2 * t + |e|) * (‖a‖ ^ 2 + ‖b‖ ^ 2) := by
  have hp : |2 * (a.re * b.re + a.im * b.im)| ≤ ‖a‖ ^ 2 + ‖b‖ ^ 2 := by
    simp only [Complex.sq_norm, Complex.normSq_apply]
    rw [abs_le]
    constructor
    · nlinarith [sq_nonneg (a.re + b.re), sq_nonneg (a.im + b.im)]
    · nlinarith [sq_nonneg (a.re - b.re), sq_nonneg (a.im - b.im)]
  have hq := mul_le_mul_of_nonneg_left hp (abs_nonneg e)
  rw [← abs_mul, abs_le] at hq
  unfold pairForm
  constructor
  · linarith [hq.2]
  · linarith [hq.1]
```

Since $|a\pm b|^2\ge0$, we have $2|\mathrm{Re}(ab^*)|\le|a|^2+|b|^2$. Multiplying by $|e|$ and inserting the result into $2Q$ gives
$$(2t-|e|)(|a|^2+|b|^2)\le 2Q(a,b)\le(2t+|e|)(|a|^2+|b|^2).$$
The inequality `hp` is the first of these statements; `nlinarith` obtains it from the squares supplied to it.

```lean
/-- If `|e| < 2t`, the weights of a solution at energy `e` at any two cells differ at most
by the factor `(2t + |e|)/(2t - |e|)`. -/
theorem cellWeight_compare {t e : ℝ} {S : Set ℤ} {ψ : ℤ → ℂ} (he : |e| < 2 * t)
    (h : IsEigenstate t e e S ψ) (m n : ℤ) :
    cellWeight ψ m ≤ (2 * t + |e|) / (2 * t - |e|) * cellWeight ψ n := by
  have ht : t ≠ 0 := by
    have := abs_nonneg e
    intro h0
    linarith
  have hpos : 0 < 2 * t - |e| := by linarith
  have h1 := (pairForm_bounds t e (ψ (2 * m - 1)) (ψ (2 * m))).1
  have h2 := (pairForm_bounds t e (ψ (2 * n - 1)) (ψ (2 * n))).2
  rw [pairForm_conserved ht h] at h1 h2
  rw [div_mul_eq_mul_div, le_div_iff₀ hpos]
  unfold cellWeight
  linarith
```

Now let $|e|<2t$, which forces $t>0$ and says that $e$ lies strictly inside the host band. For any two cells $m$ and $n$, conservation links the lower bound at one to the upper bound at the other:
$$(2t-|e|)\,w_m\le 2Q\le(2t+|e|)\,w_n .$$
Dividing by the positive number $2t-|e|$ gives $w_m\le K w_n$ with
$$K=\frac{2t+|e|}{2t-|e|}.$$
Because $m$ and $n$ can be exchanged, the weights of a nonzero solution can neither grow without limit nor come arbitrarily close to zero.

```lean
/-- If `|e| < 2t`, every solution at energy `e` is bounded along the chain, with a bound on
`|ψ(j)|²` that does not depend on where the dimers sit. -/
theorem dimer_solution_bounded {t e : ℝ} {S : Set ℤ} {ψ : ℤ → ℂ} (he : |e| < 2 * t)
    (h : IsEigenstate t e e S ψ) (j : ℤ) :
    ‖ψ j‖ ^ 2 ≤ (2 * t + |e|) / (2 * t - |e|) * (‖ψ (-1)‖ ^ 2 + ‖ψ 0‖ ^ 2) := by
  have hw : cellWeight ψ 0 = ‖ψ (-1)‖ ^ 2 + ‖ψ 0‖ ^ 2 := by norm_num [cellWeight]
  rw [← hw]
  -- every site belongs to one of the pairs (2m-1, 2m)
  obtain ⟨m, hm⟩ : ∃ m, j = 2 * m - 1 ∨ j = 2 * m := ⟨(j + 1) / 2, by omega⟩
  refine le_trans ?_ (cellWeight_compare he h m 0)
  unfold cellWeight
  rcases hm with rfl | rfl
  · linarith [sq_nonneg ‖ψ (2 * m)‖]
  · linarith [sq_nonneg ‖ψ (2 * m - 1)‖]
```

This is the boundedness result:
$$|\psi_j|^2\le K\,(|\psi_{-1}|^2+|\psi_0|^2)\quad\text{for every site } j.$$
Every site is either $2m-1$ or $2m$ for some $m$, so $|\psi_j|^2\le w_m\le K w_0$. The factor $K$ does not depend on `S`.

For a numerical instance take $t=e=1$, so $K=3$. Put a dimer in cell $1$, leave cells $0$ and $2$ as host, and start from $\psi_{-1}=0$, $\psi_0=1$. A host site gives $\psi_{j+1}=\psi_j-\psi_{j-1}$, and a dimer site gives $\psi_{j+1}=-\psi_{j-1}$.

| Cell $m$ | $(\psi_{2m-1},\psi_{2m})$ | $w_m$ | $Q$ |
|---|---|---|---|
| 0 | $(0,1)$ | 1 | 1 |
| 1 | $(1,0)$ | 1 | 1 |
| 2 | $(-1,0)$ | 1 | 1 |
| 3 | $(1,1)$ | 2 | 1 |

The form stays at $1$, while the weight varies within the allowed factor of $3$.

```lean
/-- If `|e| < 2t`, no nonzero solution at energy `e` is square summable. -/
theorem dimer_solution_not_summable {t e : ℝ} {S : Set ℤ} {ψ : ℤ → ℂ} (he : |e| < 2 * t)
    (h : IsEigenstate t e e S ψ) (hne : ψ ≠ 0) : ¬ Summable (fun j => ‖ψ j‖ ^ 2) := by
  intro hs
  have ho : Summable (fun m : ℤ => ‖ψ (2 * m - 1)‖ ^ 2) :=
    hs.comp_injective (i := fun m : ℤ => 2 * m - 1) (fun a b hab => by
      dsimp only at hab
      omega)
  have hv : Summable (fun m : ℤ => ‖ψ (2 * m)‖ ^ 2) :=
    hs.comp_injective (i := fun m : ℤ => 2 * m) (fun a b hab => by
      dsimp only at hab
      omega)
  -- the weight of cell 0 is a constant lower bound, so it must vanish
  have hc : Summable (fun _ : ℤ => cellWeight ψ 0) :=
    Summable.of_nonneg_of_le (fun _ => by unfold cellWeight; positivity)
      (fun m => cellWeight_compare he h 0 m) ((ho.add hv).mul_left _)
  have h0 : cellWeight ψ 0 = 0 := (summable_const_iff _).mp hc
  have hw : ‖ψ (-1)‖ ^ 2 + ‖ψ 0‖ ^ 2 = 0 := by
    rw [← h0]
    norm_num [cellWeight]
  apply hne
  funext j
  have hj := dimer_solution_bounded he h j
  rw [hw, mul_zero] at hj
  exact norm_eq_zero.mp (pow_eq_zero_iff (two_ne_zero)|>.mp (le_antisymm hj (sq_nonneg _)))
```

A nonzero solution at this energy is never square summable, so it is not a bound state. Suppose $\sum_j|\psi_j|^2$ were finite. The sums over odd and even sites, `ho` and `hv`, would then be finite too, and so would $\sum_m w_m$. But $w_0\le K w_m$ for every $m$, so the constant $w_0$ would be summable over infinitely many cells. That requires $w_0=0$, and the preceding bound then makes every amplitude zero.

The theorems here treat the single energy $E=e$; conduction through a real sample also depends on how far the states at nearby energies extend.

## One dimer inside the band and at its edge

```lean
/-- With a single dimer of energy `e = 2t cos k` on sites `0` and `1`, the equation at energy `e` is
solved by `exp(ikj)` for `j ≤ 0` continued as `-exp(ik(j-2))` for `j ≥ 1`. -/
theorem single_dimer_transparent (t k : ℝ) :
    IsEigenstate t (2 * t * Real.cos k) (2 * t * Real.cos k) {0}
      (fun j => if j ≤ 0 then exp (k * I) ^ j else -exp (k * I) ^ (j - 2)) := by
  have hz : exp (k * I) ≠ 0 := Complex.exp_ne_zero _
  have hE : ((2 * t * Real.cos k : ℝ) : ℂ) = t * (exp (k * I) + (exp (k * I))⁻¹) := by
    rw [← Complex.exp_neg]
    push_cast
    rw [Complex.cos, neg_mul]
    ring
  intro j
  dsimp only
  by_cases hj : j = 0 ∨ j = 1
  · rcases hj with rfl | rfl <;> norm_num [siteEnergy]
  · have s : siteEnergy {0} (2 * t * Real.cos k) j = 0 := by
      unfold siteEnergy
      rw [if_neg]
      rw [Set.mem_singleton_iff]
      omega
    rw [s, hE, Complex.ofReal_zero, zero_mul, add_zero]
    by_cases hn : j ≤ 0
    · rw [if_pos (by omega), if_pos (by omega), if_pos hn,
        zpow_add_one₀ hz, zpow_sub_one₀ hz]
      ring
    · rw [if_neg (by omega), if_neg (by omega), if_neg hn,
        show j + 1 - 2 = (j - 2) + 1 by ring, show j - 1 - 2 = (j - 2) - 1 by ring,
        zpow_add_one₀ hz, zpow_sub_one₀ hz]
      ring
```

For real $k$ let $e=2t\cos k$. The singleton `{0}` places one dimer on sites $0$ and $1$. The theorem gives the solution
$$\psi_j=\begin{cases}e^{ikj}, & j\le0,\\ -e^{ik(j-2)}=-e^{-2ik}e^{ikj}, & j\ge1.\end{cases}$$
If $t\neq0$ and $\sin k\neq0$, this wave carries a current, and no component $e^{-ikj}$ appears on either side, so nothing is reflected.

On the host sites the equation reduces to $e^{ik}+e^{-ik}=2\cos k$, recorded as `hE`. On the dimer sites it requires $\psi_1=-\psi_{-1}$ and $\psi_2=-\psi_0$, and both hold. The proof treats the dimer sites first and then the host on each side.

```lean
/-- At the band edge `e = 2t` a single dimer admits an explicit unbounded solution at
energy `e`. -/
theorem band_edge_unbounded (t : ℝ) :
    IsEigenstate t (2 * t) (2 * t) {0} (fun j => ((if j ≤ 0 then j else 2 - j : ℤ) : ℂ)) ∧
      ¬ ∃ C : ℝ, ∀ j : ℤ, ‖((if j ≤ 0 then j else 2 - j : ℤ) : ℂ)‖ ≤ C := by
  constructor
  · intro j
    dsimp only
    by_cases hj : j = 0 ∨ j = 1
    · rcases hj with rfl | rfl <;> norm_num [siteEnergy]
    · have s : siteEnergy {0} (2 * t) j = 0 := by
        unfold siteEnergy
        rw [if_neg]
        rw [Set.mem_singleton_iff]
        omega
      rw [s]
      by_cases hn : j ≤ 0
      · rw [if_pos (by omega), if_pos (by omega), if_pos hn]
        push_cast
        ring
      · rw [if_neg (by omega), if_neg (by omega), if_neg hn]
        push_cast
        ring
  · rintro ⟨C, hC⟩
    obtain ⟨n, hn⟩ := exists_nat_gt C
    -- far to the left the amplitude grows linearly
    have h := hC (-(n : ℤ))
    rw [if_pos (by omega), Int.cast_neg, norm_neg, Int.cast_natCast, Complex.norm_natCast] at h
    linarith

end

end RandomDimer
```

This counter-example shows what fails when $|e|<2t$ is weakened to $|e|\le2t$. Take $e=2t$ with $t>0$, again with one dimer in cell $0$, and let $\psi_j=j$ for $j\le0$ and $\psi_j=2-j$ for $j\ge1$. Around the dimer the amplitudes are
$$\psi_{-1}=-1,\quad \psi_0=0,\quad \psi_1=1,\quad \psi_2=0,\quad \psi_3=-1.$$
The dimer reverses the sign of the pair $(-1,0)$, as before. On host sites the equation becomes $\psi_{j+1}+\psi_{j-1}=2\psi_j$, which any straight line satisfies. The solution therefore grows linearly in both directions. The second half of the proof takes a natural number $n>C$ for any proposed bound $C$ and looks at site $-n$, where $|\psi_{-n}|=n$.

Conservation survives here, but $Q(a,b)=t|a-b|^2$ now measures only the difference of neighbouring amplitudes and no longer controls their size.

```lean
#print axioms RandomDimer.dimer_solution_bounded
#print axioms RandomDimer.dimer_solution_not_summable
#print axioms RandomDimer.single_dimer_transparent
#print axioms RandomDimer.band_edge_unbounded
```

```
'RandomDimer.dimer_solution_bounded' depends on axioms: [propext, Classical.choice, Quot.sound]
'RandomDimer.dimer_solution_not_summable' depends on axioms: [propext, Classical.choice, Quot.sound]
'RandomDimer.single_dimer_transparent' depends on axioms: [propext, Classical.choice, Quot.sound]
'RandomDimer.band_edge_unbounded' depends on axioms: [propext, Classical.choice, Quot.sound]
```
